# For a Hessian with one negative mode and the rest positive, image steps with shift $u\ge 0$ do not descend along the mode or ascend across it to first order

## A level shift that turns the step around

A search for a transition state should climb along one direction and descend along all others. Near the saddle the Newton step $-H^{-1}g$, with $g$ the gradient and $H$ the Hessian of the energy, does this, but it may be too long to trust. In a minimisation one shortens it by a level shift, $-(H+u)^{-1}g$ with $u\ge 0$. Near a saddle this can fail. Along a unit eigenvector $v$ with curvature $h<0$, the shifted step has the component $-(v\cdot g)/(h+u)$. If $v\cdot g\ne0$, this first becomes longer as $u$ grows from zero, then diverges at $u=-h$, and beyond that points downhill. A shift with $0\le u<-h$ therefore cannot make the step shorter than $|v\cdot g|/|h|$.

Trust-region image minimisation first reverses the mode with the reflection $R=1-2vv^{T}$, and shifts afterwards:

$$p=-(RH+u)^{-1}Rg .$$

The result concerns this single step in transition-state optimisation, for a quadratic model with an exactly known mode.

## What is assumed and what follows

Let $H$ be real and symmetric, with $Hv=hv$, $h<0$, $v\cdot v=1$, and $x\cdot Hx>0$ for every nonzero $x$ orthogonal to $v$. Write $x_\perp=x-(v\cdot x)v$. For every $u\ge0$,

$$(v\cdot g)(v\cdot p)\ge 0,\qquad g_\perp\cdot p\le 0,$$

and at $u=0$ the step is $-H^{-1}g$. The two expressions are the first-order energy changes from the parts of the step along and across the mode. The first inequality is strict if $v\cdot g\ne0$, the second if $g_\perp\neq 0$.

In Lean, a vector is a function `n → ℝ` on a finite index type, `⬝ᵥ` is the dot product and `*ᵥ` applies a matrix. The assumptions on $H$, $v$ and $h$ are the fields of `SaddleMode H v h`. The objects $x_\perp$, $R$ and $p$ are `perp v x`, `reflection v` and `imageStep H v g u`. The main statement is `imageStep_uphill_downhill`, and the strict forms are in `imageStep_strict`.

The dot product carries no masses, so mass weighting, if it is wanted, has to be built into the coordinates. Together, the fields `eig`, `neg` and `pos` say that the point lies in a region with exactly one negative curvature and no zero curvature; the translations of a free molecule, and at a stationary point its rotations too, have zero curvature and must therefore be removed first. The gradient is arbitrary. Nothing is stated about convergence of repeated steps, about anharmonic terms, or about an approximate $v$.

## The derivation

**The image Hessian.** Since $Rx=x-2(v\cdot x)v$ and $v\cdot Hx=(Hv)\cdot x=h(v\cdot x)$,

$$RHx=Hx-2h(v\cdot x)v,\qquad x\cdot RHy=x\cdot Hy-2h(v\cdot x)(v\cdot y).$$

The second expression is symmetric in $x$ and $y$. Split $x=x_\perp+(v\cdot x)v$. The cross terms in $x\cdot Hx$ vanish because $Hv$ is parallel to $v$, so

$$x\cdot RHx=x_\perp\cdot Hx_\perp-h(v\cdot x)^2 .$$

Both terms are nonnegative. If $x\ne0$, then either $x_\perp\neq0$ and the first is positive, or $v\cdot x\ne0$ and the second is. Thus $RH$ is positive definite.

**The step equation.** If $(RH+u)x=0$, then $x\cdot RHx+u\,x\cdot x=0$, which forces $x=0$. So $RH+u$ is invertible, and $(RH+u)p=-Rg$ reads

$$Hp-2h(v\cdot p)v+up=-g+2(v\cdot g)v .$$

**Along the mode.** The dot product with $v$ gives $(h-2h+u)(v\cdot p)=v\cdot g$, hence

$$v\cdot p=\frac{v\cdot g}{u-h},\qquad (v\cdot g)(v\cdot p)=\frac{(v\cdot g)^2}{u-h}\ge0 .$$

**Across the mode.** Let $q=p_\perp$. The dot product with $q$ removes the terms in $v$. Also $q\cdot Hp=q\cdot Hq$, $q\cdot p=q\cdot q$ and $q\cdot g=g_\perp\cdot p$. Therefore

$$g_\perp\cdot p=-(q\cdot Hq+u\,q\cdot q)\le0 .$$

If $q=0$, then $p=(v\cdot p)v$ and the left side of the step equation is $(u-h)(v\cdot p)v=(v\cdot g)v$. Comparison with the right side gives $g=(v\cdot g)v$, so $g_\perp=0$. Hence $g_\perp\ne0$ implies $q\neq0$, and the inequality is strict.

**No shift.** At $u=0$ we have $RHp=-Rg$. Since $R^2=1$, this gives $Hp=-g$. Invertibility of $RH$ implies that of $H$, so $p=-H^{-1}g$.

**The trust region.** Define the image model $m(s)=Rg\cdot s+\tfrac12 s\cdot RHs$. Substituting $Rg=-(RH+u)p$ and completing the square gives

$$m(s)-m(p)=\tfrac12(s-p)\cdot RH(s-p)+u(p\cdot p-p\cdot s).$$

If $s\cdot s\le p\cdot p$, the last bracket is nonnegative, because

$$p\cdot p-p\cdot s=\tfrac12(s-p)\cdot(s-p)+\tfrac12(p\cdot p-s\cdot s).$$

For $s\ne p$ the term $\tfrac12(s-p)\cdot RH(s-p)$ is positive. So $p$ is the unique minimiser of $m$ among steps no longer than itself. This is `imageStep_trustRegion`. It starts from a given $u\ge0$, and does not say how to find the $u$ that belongs to a prescribed radius.

## One dimension, and two by hand

With a single coordinate, $v=\pm1$, $H=h$ and $p=g/(u-h)$. There is no orthogonal direction: the step climbs whenever $g\neq0$, and the second inequality reads $0\le0$.

In two dimensions take

$$H=\frac1{25}\begin{pmatrix}23&-36\\-36&2\end{pmatrix},\quad v=\begin{pmatrix}3/5\\4/5\end{pmatrix},\quad w=\begin{pmatrix}-4/5\\3/5\end{pmatrix},\quad g=\begin{pmatrix}-1\\2\end{pmatrix}.$$

Here $Hv=-v$, $Hw=2w$ and $g=v+2w$.

- At $u=0$, $p=v-w=(7/5,\,1/5)$, and indeed $Hp=(1,-2)=-g$.
- At $u=1$, $p=\tfrac12v-\tfrac23w=(5/6,\,0)$. The step is shorter, with $(v\cdot g)(v\cdot p)=\tfrac12$ and $g_\perp\cdot p=-\tfrac43$.

The plain shifted step does not exist at $u=1$, and at $u=2$ its component along $v$ is $-1$, which is downhill.

## The Lean file

```lean
import Mathlib

open Matrix

namespace TrustRegionImage

noncomputable section

/-- The Hessian `H` is symmetric, has the unit eigenvector `v` with negative curvature `h`,
and is positive definite on the orthogonal complement of `v`. -/
structure SaddleMode {n : Type*} [Fintype n] (H : Matrix n n ℝ) (v : n → ℝ) (h : ℝ) :
    Prop where
  symm : H.IsSymm
  unit : v ⬝ᵥ v = 1
  eig : H *ᵥ v = h • v
  neg : h < 0
  pos : ∀ x, v ⬝ᵥ x = 0 → x ≠ 0 → 0 < x ⬝ᵥ H *ᵥ x

/-- The part of `x` orthogonal to the unit vector `v`. -/
def perp {n : Type*} [Fintype n] (v x : n → ℝ) : n → ℝ := x - (v ⬝ᵥ x) • v

variable {n : Type*} [Fintype n] [DecidableEq n]
  {H : Matrix n n ℝ} {v g : n → ℝ} {h u : ℝ}

/-- The matrix `R = 1 - 2 v vᵀ`, which reverses the component along a unit vector `v`. -/
def reflection (v : n → ℝ) : Matrix n n ℝ := 1 - (2 : ℝ) • vecMulVec v v

/-- The image step `p = -(R H + u)⁻¹ R g` with level shift `u`. -/
def imageStep (H : Matrix n n ℝ) (v g : n → ℝ) (u : ℝ) : n → ℝ :=
  -((reflection v * H + u • (1 : Matrix n n ℝ))⁻¹ *ᵥ (reflection v *ᵥ g))

/-- The quadratic image model, with gradient `R g` and Hessian `R H`. -/
def imageModel (H : Matrix n n ℝ) (v g s : n → ℝ) : ℝ :=
  (reflection v *ᵥ g) ⬝ᵥ s + 1 / 2 * (s ⬝ᵥ (reflection v * H) *ᵥ s)

/-- The reflection subtracts twice the component along `v`. -/
theorem reflection_mulVec (v x : n → ℝ) :
    reflection v *ᵥ x = x - (2 * (v ⬝ᵥ x)) • v := by
  have e : vecMulVec v v *ᵥ x = (v ⬝ᵥ x) • v := by
    ext i
    simp only [Matrix.mulVec, dotProduct, Matrix.vecMulVec_apply, Pi.smul_apply,
      smul_eq_mul, Finset.sum_mul]
    exact Finset.sum_congr rfl fun j _ => by ring
  rw [reflection, Matrix.sub_mulVec, Matrix.one_mulVec, Matrix.smul_mulVec, e, smul_smul]

/-- The image Hessian `R H` is symmetric as a bilinear form and positive definite. -/
theorem image_hessian (S : SaddleMode H v h) :
    (∀ x y, x ⬝ᵥ (reflection v * H) *ᵥ y = y ⬝ᵥ (reflection v * H) *ᵥ x) ∧
    ∀ x, x ≠ 0 → 0 < x ⬝ᵥ (reflection v * H) *ᵥ x := by
  have sym : ∀ x y, x ⬝ᵥ H *ᵥ y = y ⬝ᵥ H *ᵥ x := fun x y => by
    rw [Matrix.dotProduct_mulVec, ← Matrix.mulVec_transpose, S.symm.eq, dotProduct_comm]
  have left : ∀ x, v ⬝ᵥ H *ᵥ x = h * (v ⬝ᵥ x) := fun x => by
    rw [sym v x, S.eig, dotProduct_smul, dotProduct_comm x v, smul_eq_mul]
  have form : ∀ x y, x ⬝ᵥ (reflection v * H) *ᵥ y
      = x ⬝ᵥ H *ᵥ y - 2 * h * (v ⬝ᵥ y) * (v ⬝ᵥ x) := fun x y => by
    rw [← Matrix.mulVec_mulVec, reflection_mulVec, left, dotProduct_sub, dotProduct_smul,
      dotProduct_comm x v, smul_eq_mul]
    ring
  refine ⟨fun x y => by rw [form, form, sym x y]; ring, fun x hx => ?_⟩
  -- split the energy into the mode and its orthogonal complement
  have key : x ⬝ᵥ (reflection v * H) *ᵥ x
      = perp v x ⬝ᵥ H *ᵥ perp v x + -h * (v ⬝ᵥ x) ^ 2 := by
    rw [form]
    simp only [perp, Matrix.mulVec_sub, Matrix.mulVec_smul, sub_dotProduct, dotProduct_sub,
      smul_dotProduct, dotProduct_smul, S.eig, S.unit, left, smul_eq_mul,
      dotProduct_comm x v]
    ring
  have hh : 0 < -h := neg_pos.2 S.neg
  rw [key]
  by_cases hy : perp v x = 0
  · have hc : v ⬝ᵥ x ≠ 0 := fun hc => hx (by simpa [perp, hc] using hy)
    rw [hy, zero_dotProduct, zero_add]
    positivity
  · have hv : v ⬝ᵥ perp v x = 0 := by
      simp [perp, dotProduct_sub, dotProduct_smul, S.unit]
    exact add_pos_of_pos_of_nonneg (S.pos _ hv hy) (by positivity)

/-- For `u ≥ 0` the shifted image Hessian is invertible, and the image step solves
`(R H + u) p = -R g`. -/
theorem imageStep_equation (S : SaddleMode H v h) (g : n → ℝ) (hu : 0 ≤ u) :
    (reflection v * H + u • (1 : Matrix n n ℝ)).det ≠ 0 ∧
    (reflection v * H) *ᵥ imageStep H v g u + u • imageStep H v g u
      = -(reflection v *ᵥ g) := by
  have hd : (reflection v * H + u • (1 : Matrix n n ℝ)).det ≠ 0 := by
    intro hd
    obtain ⟨x, hx, hx0⟩ := Matrix.exists_mulVec_eq_zero_iff.2 hd
    have e := congrArg (fun w => x ⬝ᵥ w) hx0
    simp only [Matrix.add_mulVec, Matrix.smul_mulVec, Matrix.one_mulVec, dotProduct_add,
      dotProduct_smul, smul_eq_mul, dotProduct_zero] at e
    have hxx : 0 ≤ x ⬝ᵥ x := Finset.sum_nonneg fun i _ => mul_self_nonneg (x i)
    linarith [(image_hessian S).2 x hx, mul_nonneg hu hxx]
  refine ⟨hd, ?_⟩
  have key : (reflection v * H + u • (1 : Matrix n n ℝ)) *ᵥ imageStep H v g u
      = -(reflection v *ᵥ g) := by
    rw [imageStep, Matrix.mulVec_neg, Matrix.mulVec_mulVec,
      Matrix.mul_nonsing_inv _ (isUnit_iff_ne_zero.2 hd), Matrix.one_mulVec]
  rwa [Matrix.add_mulVec, Matrix.smul_mulVec, Matrix.one_mulVec] at key

/-- Along the mode the step is the gradient component divided by `u - h`; orthogonal to it,
the overlap of gradient and step is minus the shifted quadratic form of the step. -/
theorem imageStep_components (S : SaddleMode H v h) (g : n → ℝ) (hu : 0 ≤ u) :
    v ⬝ᵥ imageStep H v g u = (v ⬝ᵥ g) / (u - h) ∧
    perp v g ⬝ᵥ imageStep H v g u =
      -(perp v (imageStep H v g u) ⬝ᵥ H *ᵥ perp v (imageStep H v g u)
        + u * (perp v (imageStep H v g u) ⬝ᵥ perp v (imageStep H v g u))) := by
  have e := (imageStep_equation S g hu).2
  have left : ∀ x, v ⬝ᵥ H *ᵥ x = h * (v ⬝ᵥ x) := fun x => by
    rw [Matrix.dotProduct_mulVec, ← Matrix.mulVec_transpose, S.symm.eq, S.eig,
      smul_dotProduct, smul_eq_mul]
  rw [← Matrix.mulVec_mulVec, reflection_mulVec, reflection_mulVec, left] at e
  generalize imageStep H v g u = p at e ⊢
  constructor
  · -- project the step equation on the mode
    have a := congrArg (fun w => v ⬝ᵥ w) e
    simp only [dotProduct_add, dotProduct_sub, dotProduct_neg, dotProduct_smul, left,
      S.unit, smul_eq_mul] at a
    have hd : 0 < u - h := by linarith [S.neg]
    rw [eq_div_iff hd.ne']
    linear_combination a
  · -- project the step equation on the orthogonal part of the step
    have a := congrArg (fun w => perp v p ⬝ᵥ w) e
    simp only [perp, dotProduct_add, dotProduct_sub, dotProduct_neg, dotProduct_smul,
      sub_dotProduct, smul_dotProduct, Matrix.mulVec_sub, Matrix.mulVec_smul, S.eig, left,
      S.unit, smul_eq_mul, dotProduct_comm p v, dotProduct_comm g p] at a ⊢
    linear_combination a

/-- The Hessian is invertible, and at `u = 0` the image step is the Newton step. -/
theorem imageStep_zero (S : SaddleMode H v h) (g : n → ℝ) :
    H.det ≠ 0 ∧ imageStep H v g 0 = -(H⁻¹ *ᵥ g) := by
  obtain ⟨hd, e⟩ := imageStep_equation S g (le_refl (0 : ℝ))
  have hH : H.det ≠ 0 := fun h0 => hd (by
    rw [zero_smul, add_zero, Matrix.det_mul, h0, mul_zero])
  have inv : ∀ x, reflection v *ᵥ (reflection v *ᵥ x) = x := fun x => by
    rw [reflection_mulVec, reflection_mulVec, dotProduct_sub, dotProduct_smul, S.unit,
      smul_eq_mul]
    module
  rw [zero_smul, add_zero, ← Matrix.mulVec_mulVec] at e
  -- reflecting twice removes the reflection from the step equation
  have hp : H *ᵥ imageStep H v g 0 = -g := by
    rw [← inv (H *ᵥ imageStep H v g 0), e, Matrix.mulVec_neg, inv]
  refine ⟨hH, ?_⟩
  rw [← Matrix.mulVec_neg, ← hp, Matrix.mulVec_mulVec,
    Matrix.nonsing_inv_mul _ (isUnit_iff_ne_zero.2 hH), Matrix.one_mulVec]

/-- For every `u ≥ 0` the image step does not descend along the mode and does not ascend
orthogonal to it, to first order; at `u = 0` it is the Newton step. -/
theorem imageStep_uphill_downhill (S : SaddleMode H v h) (g : n → ℝ) :
    (∀ u : ℝ, 0 ≤ u → 0 ≤ (v ⬝ᵥ g) * (v ⬝ᵥ imageStep H v g u) ∧
      perp v g ⬝ᵥ imageStep H v g u ≤ 0) ∧
    imageStep H v g 0 = -(H⁻¹ *ᵥ g) := by
  refine ⟨fun u hu => ?_, (imageStep_zero S g).2⟩
  obtain ⟨a, b⟩ := imageStep_components S g hu
  have hd : 0 < u - h := by linarith [S.neg]
  constructor
  · rw [a, ← mul_div_assoc]
    exact div_nonneg (mul_self_nonneg _) hd.le
  · rw [b]
    generalize imageStep H v g u = p
    have hv : v ⬝ᵥ perp v p = 0 := by
      simp [perp, dotProduct_sub, dotProduct_smul, S.unit]
    have hq : 0 ≤ perp v p ⬝ᵥ H *ᵥ perp v p := by
      by_cases h0 : perp v p = 0
      · rw [h0, zero_dotProduct]
      · exact (S.pos _ hv h0).le
    have hqq : 0 ≤ perp v p ⬝ᵥ perp v p :=
      Finset.sum_nonneg fun i _ => mul_self_nonneg _
    linarith [mul_nonneg hu hqq]

/-- To first order, for `u ≥ 0`, the step strictly ascends along the mode if the gradient has a
component there, and strictly descends orthogonal to it if the gradient has an orthogonal part. -/
theorem imageStep_strict (S : SaddleMode H v h) (g : n → ℝ) (hu : 0 ≤ u) :
    (v ⬝ᵥ g ≠ 0 → 0 < (v ⬝ᵥ g) * (v ⬝ᵥ imageStep H v g u)) ∧
    (perp v g ≠ 0 → perp v g ⬝ᵥ imageStep H v g u < 0) := by
  obtain ⟨a, b⟩ := imageStep_components S g hu
  have e := (imageStep_equation S g hu).2
  have hd : 0 < u - h := by linarith [S.neg]
  constructor
  · intro hg
    rw [a, ← mul_div_assoc]
    exact div_pos (mul_self_pos.2 hg) hd
  · intro hg
    rw [b]
    rw [eq_div_iff hd.ne'] at a
    rw [← Matrix.mulVec_mulVec, reflection_mulVec, reflection_mulVec] at e
    generalize imageStep H v g u = p at a e ⊢
    have hv : v ⬝ᵥ perp v p = 0 := by
      simp [perp, dotProduct_sub, dotProduct_smul, S.unit]
    -- a step purely along the mode would force the gradient along the mode
    have hq : perp v p ≠ 0 := by
      intro h0
      obtain ⟨c, hc⟩ : ∃ c : ℝ, p = c • v := ⟨_, sub_eq_zero.1 h0⟩
      rw [hc] at a e
      simp only [Matrix.mulVec_smul, S.eig, dotProduct_smul, S.unit, smul_eq_mul,
        mul_one] at a e
      apply hg
      rw [perp, ← a]
      rw [← a] at e
      linear_combination (norm := module) e
    have hqq : 0 ≤ perp v p ⬝ᵥ perp v p :=
      Finset.sum_nonneg fun i _ => mul_self_nonneg _
    linarith [mul_nonneg hu hqq, S.pos _ hv hq]

/-- The image step is the unique minimiser of the image model among all steps that are
no longer than itself. -/
theorem imageStep_trustRegion (S : SaddleMode H v h) (g s : n → ℝ) (hu : 0 ≤ u)
    (hs : s ⬝ᵥ s ≤ imageStep H v g u ⬝ᵥ imageStep H v g u)
    (hne : s ≠ imageStep H v g u) :
    imageModel H v g (imageStep H v g u) < imageModel H v g s := by
  have e := (imageStep_equation S g hu).2
  generalize imageStep H v g u = p at e hs hne ⊢
  have r : reflection v *ᵥ g = -((reflection v * H) *ᵥ p + u • p) := by rw [e, neg_neg]
  have c := (image_hessian S).1 p s
  have pos := (image_hessian S).2 (s - p) (sub_ne_zero.2 hne)
  have dd : 0 ≤ (s - p) ⬝ᵥ (s - p) := Finset.sum_nonneg fun i _ => mul_self_nonneg _
  simp only [Matrix.mulVec_sub, dotProduct_sub, sub_dotProduct] at pos dd
  have c' := dotProduct_comm s p
  have k : 0 ≤ u * (p ⬝ᵥ p - p ⬝ᵥ s) := mul_nonneg hu (by linarith)
  -- complete the square around the step
  rw [imageModel, imageModel, r]
  simp only [neg_dotProduct, add_dotProduct, smul_dotProduct, smul_eq_mul]
  rw [dotProduct_comm ((reflection v * H) *ᵥ p) p,
    dotProduct_comm ((reflection v * H) *ᵥ p) s]
  linarith

/-- An explicit non-diagonal Hessian in two dimensions with a mode of curvature `-1` that
meets all the conditions. -/
theorem saddleMode_witness :
    SaddleMode !![23/25, -36/25; -36/25, 2/25] ![3/5, 4/5] (-1) where
  symm := Matrix.IsSymm.ext fun i j => by fin_cases i <;> fin_cases j <;> simp
  unit := by norm_num [dotProduct, Fin.sum_univ_two]
  eig := by
    ext i
    fin_cases i <;> norm_num [Matrix.mulVec, dotProduct, Fin.sum_univ_two]
  neg := by norm_num
  pos := by
    intro x hx hne
    have h0 : x 0 = -(4 / 3) * x 1 := by
      simp [dotProduct, Fin.sum_univ_two] at hx
      linarith
    have h1 : x 1 ≠ 0 := fun h1 => hne (by
      ext i
      fin_cases i <;> simp [h0, h1])
    have e : x ⬝ᵥ !![23/25, -36/25; -36/25, 2/25] *ᵥ x = 50 / 9 * x 1 ^ 2 := by
      simp [Matrix.mulVec, dotProduct, Fin.sum_univ_two, h0]
      ring
    rw [e]
    positivity

end

end TrustRegionImage
```

```lean
#print axioms TrustRegionImage.imageStep_uphill_downhill
-- 'TrustRegionImage.imageStep_uphill_downhill' depends on axioms: [propext, Classical.choice, Quot.sound]
#print axioms TrustRegionImage.imageStep_strict
-- 'TrustRegionImage.imageStep_strict' depends on axioms: [propext, Classical.choice, Quot.sound]
#print axioms TrustRegionImage.imageStep_trustRegion
-- 'TrustRegionImage.imageStep_trustRegion' depends on axioms: [propext, Classical.choice, Quot.sound]
```

## How the proof follows the derivation

`reflection_mulVec` gives the formula for $Rx$. In `image_hessian`, the local facts `sym`, `left` and `form` are the symmetry of $H$, the identity $v\cdot Hx=h(v\cdot x)$ and the bilinear form of $RH$. The energy split is `key`, and the case distinction on `perp v x = 0` yields positivity.

`imageStep_equation` takes a supposed null vector of $RH+u$ and contradicts positivity, so the determinant is nonzero. Lean assigns a value even to the inverse of a singular matrix; this determinant, and that of $H$ in `imageStep_zero`, show that the inverses used here are true ones.

`imageStep_components` contains the two projections, for $u\ge0$. Each `congrArg` takes the dot product of the step equation with a vector, first `v` and then `perp v p`. After `simp only` has expanded the products, `linear_combination a` finishes the algebra. Before that, `generalize` replaces the explicit step by a letter `p`, so that only the equation it satisfies is used.

`imageStep_zero` proves $R^2=1$ as `inv` and applies it to the step equation. `imageStep_uphill_downhill` then reads the signs off the component formulas. For the strict version, `imageStep_strict` shows `perp v p ≠ 0` by the argument above: a step purely along the mode would leave no orthogonal gradient.

In `imageStep_trustRegion`, `r` expresses $Rg$ through `p`, `pos` is the positive quadratic form of $s-p$, and `k` is the nonnegative shift term. The final `linarith` combines them into the completed square.

`saddleMode_witness` checks that the matrix of the two-dimensional example satisfies every field of `SaddleMode`. On the line orthogonal to $v$, the quadratic form becomes $\tfrac{50}{9}x_1^2$, where $x_1$ is the second component, since Lean counts from zero.
